# In finite dimension, a gap above $e$ gives the Sternheimer equation exactly one remote solution

Take two orthonormal states $u_0,u_1$ with $Hu_0=e\,u_0$ and $Hu_1=(e+\Delta)u_1$, where $\Delta>0$. Let $Q$ project onto $u_1$, the remote state, and let $b=b_0u_0+b_1u_1$ be a source. The equation $(H-e)x=Qb$ reads

$$\Delta\,x_1u_1=b_1u_1 ,$$

so $x_1=b_1/\Delta$, while $x_0$ is left free because $H-e$ annihilates $u_0$. Requiring $Qx=x$ sets $x_0=0$ and makes the solution unique. It satisfies $\langle b,x\rangle=|b_1|^2/\Delta$ and $\|x\|=\|Qb\|/\Delta$. For a trial vector $y=y_1u_1$,

$$\langle y,(H-e)y\rangle-2\,\mathrm{Re}\langle y,b\rangle=\Delta\,|y_1-x_1|^2-\frac{|b_1|^2}{\Delta},$$

which is smallest at $y=x$. With more states the same calculation runs once per eigenvector, and the smallest remote energy difference controls the bounds.

In perturbation theory the source is $b=V\varphi$, with $V$ a Hermitian coupling and $\varphi$ a low-energy state. If $\varphi$ is a normalised, nondegenerate ground state of $H$ with energy $e$, and all other eigenstates are remote, then under the perturbed operator $H+V$ its first-order change orthogonal to $\varphi$ is $-x$, and its second-order energy shift is $-\langle b,x\rangle$. Here $Qb=b-\langle\varphi,b\rangle\varphi$ can be formed from $\varphi$ alone. For a finite-dimensional $H$ held fixed, without self-consistent response, one linear equation thus replaces a sum over remote states.

## States, energies and the remote set

The states $u_l$ form an orthonormal basis `u` of a complex inner product space `E`. The index type `ι` is finite, so the space is finite-dimensional. The remote indices form a finite set `R`, the operator `H` is a complex-linear map, and the eigenvalues $\lambda_l$ (`lam l`), the level $e$ and the gap $g$ are real. Inner products are conjugate-linear in the first argument.

```lean
import Mathlib

open scoped ComplexConjugate

namespace SternheimerDownfolding

noncomputable section

variable {ι E : Type*} [Fintype ι] [NormedAddCommGroup E] [InnerProductSpace ℂ E]
  (u : OrthonormalBasis ι ℂ E) (R : Finset ι) {H : E →ₗ[ℂ] E} {lam : ι → ℝ} {e g : ℝ}
```

The projector onto the remote space is

$$Qb=\sum_{l\in R}\langle u_l,b\rangle\,u_l .$$

```lean
/-- The projector `Q` onto the span of the remote basis states `u l`, `l ∈ R`. -/
def remoteProj (b : E) : E := ∑ l ∈ R, inner ℂ (u l) b • u l
```

A vector $y$ belongs to the range of $Q$ exactly when $Qy=y$. A solution is therefore a vector with two properties, $Qx=x$ and $(H-e)x=Qb$.

```lean
/-- `x` lies in the remote space and solves the Sternheimer equation `(H - e) x = Q b`. -/
def IsSolution (H : E →ₗ[ℂ] E) (e : ℝ) (b x : E) : Prop :=
  remoteProj u R x = x ∧ H x - (e : ℂ) • x = remoteProj u R b
```

The functional to be minimised is

$$J(y)=\mathrm{Re}\langle y,(H-e)y\rangle-2\,\mathrm{Re}\langle y,b\rangle .$$

For Hermitian $H$ the first inner product is already real; taking its real part makes $J$ a real-valued function by definition.

```lean
/-- The functional `Re ⟨y, (H - e) y⟩ - 2 Re ⟨y, b⟩` of a trial response `y`. -/
def responseFunctional (H : E →ₗ[ℂ] E) (e : ℝ) (b y : E) : ℝ :=
  (inner ℂ y (H y - (e : ℂ) • y)).re - 2 * (inner ℂ y b).re
```

## Working in coefficients

Write $y_l=\langle u_l,y\rangle$, and likewise $x_l$ and $b_l$. Since $y=\sum_l y_lu_l$, two vectors with equal coefficients are equal.

```lean
/-- Two vectors with the same coefficients in an orthonormal basis are equal. -/
theorem ext_coeff {x y : E} (h : ∀ l, inner ℂ (u l) x = inner ℂ (u l) y) : x = y := by
  rw [← u.sum_repr' x, ← u.sum_repr' y]
  exact Finset.sum_congr rfl fun l _ => by rw [h l]
```

Orthonormality picks one term out of a sum over remote states:

$$\Big\langle u_l,\sum_{k\in R}c_ku_k\Big\rangle=\begin{cases}c_l,&l\in R,\\0,&l\notin R.\end{cases}$$

With $c_k=b_k$ this gives the coefficients of $Qb$.

```lean
/-- A combination of remote basis states has the given coefficients on the remote set and
zero coefficients elsewhere. -/
theorem coeff_sum [DecidableEq ι] (c : ι → ℂ) (l : ι) :
    inner ℂ (u l) (∑ k ∈ R, c k • u k) = if l ∈ R then c l else 0 := by
  simp only [inner_sum, inner_smul_right, orthonormal_iff_ite.mp u.orthonormal,
    mul_ite, mul_one, mul_zero, Finset.sum_ite_eq]
```

The hypothesis `hH` states $Hu_l=\lambda_lu_l$ for every $l$. Together with the orthonormal basis and real eigenvalues, it makes $H$ Hermitian. Expanding $y$ gives

$$\langle u_l,Hy\rangle=\sum_k y_k\lambda_k\langle u_l,u_k\rangle=\lambda_ly_l,
\qquad \langle u_l,(H-e)y\rangle=(\lambda_l-e)\,y_l .$$

The proof performs this expansion and applies the previous lemma with all indices in place of $R$.

```lean
/-- In the eigenbasis of `H`, the operator `H - e` multiplies each coefficient by
`lam l - e`. -/
theorem coeff_shift (hH : ∀ l, H (u l) = (lam l : ℂ) • u l) (y : E) (l : ι) :
    inner ℂ (u l) (H y - (e : ℂ) • y) = ((lam l - e : ℝ) : ℂ) * inner ℂ (u l) y := by
  classical
  have h : inner ℂ (u l) (H y) = (lam l : ℂ) * inner ℂ (u l) y := by
    conv_lhs => rw [← u.sum_repr' y]
    simp only [map_sum, map_smul, hH, smul_smul]
    rw [coeff_sum u Finset.univ (fun k => inner ℂ (u k) y * (lam k : ℂ)) l,
      if_pos (Finset.mem_univ l), mul_comm]
  rw [inner_sub_right, inner_smul_right, h, Complex.ofReal_sub]
  ring
```

## The equation solved state by state

Suppose $\lambda_l\neq e$ for every remote $l$. Taking coefficients of $(H-e)x=Qb$ at $l\in R$ gives $(\lambda_l-e)x_l=b_l$, while $Qx=x$ gives $x_l=0$ at $l\notin R$. Hence

$$x_l=\frac{b_l}{\lambda_l-e}\quad(l\in R),\qquad x_l=0\quad(l\notin R).$$

Conversely, a vector with these coefficients satisfies both conditions, as comparison at every index shows. Outside $R$ both sides of the equation have coefficient zero, so an eigenvalue there may equal $e$. The two directions of the Lean proof are these two arguments, with `split_ifs` separating remote from other indices.

```lean
/-- Let `u` be an orthonormal eigenbasis of `H` with real eigenvalues `lam`, none equal to `e` on
the remote set. Then `x` lies in the remote space and solves the Sternheimer equation exactly when
its remote coefficients are `⟨u l, b⟩ / (lam l - e)` and its other coefficients vanish. -/
theorem isSolution_iff (hH : ∀ l, H (u l) = (lam l : ℂ) • u l)
    (he : ∀ l ∈ R, lam l - e ≠ 0) (b x : E) :
    IsSolution u R H e b x ↔ ∀ l,
      (l ∈ R → inner ℂ (u l) x = inner ℂ (u l) b / ((lam l - e : ℝ) : ℂ)) ∧
      (l ∉ R → inner ℂ (u l) x = 0) := by
  classical
  constructor
  · rintro ⟨hx, hs⟩ l
    refine ⟨fun hl => ?_, fun hl => ?_⟩
    · have h1 := coeff_shift (e := e) u hH x l
      rw [hs, remoteProj, coeff_sum, if_pos hl] at h1
      rw [eq_div_iff (Complex.ofReal_ne_zero.mpr (he l hl)), mul_comm]
      exact h1.symm
    · rw [← hx, remoteProj, coeff_sum, if_neg hl]
  · intro h
    constructor
    · apply ext_coeff u
      intro l
      rw [remoteProj, coeff_sum]
      split_ifs with hl
      · rfl
      · exact ((h l).2 hl).symm
    · apply ext_coeff u
      intro l
      rw [coeff_shift u hH, remoteProj, coeff_sum]
      split_ifs with hl
      · have hne := Complex.ofReal_ne_zero.mpr (he l hl)
        rw [(h l).1 hl]
        field_simp
      · rw [(h l).2 hl, mul_zero]
```

## Norm and functional as sums over states

Inserting the basis between the two factors of $\langle y,y\rangle$ gives

$$\|y\|^2=\sum_l\overline{y_l}\,y_l=\sum_l|y_l|^2 .$$

```lean
/-- The squared norm is the sum of the squared moduli of the coefficients. -/
theorem norm_sq_eq (y : E) : ‖y‖ ^ 2 = ∑ l, ‖inner ℂ (u l) y‖ ^ 2 := by
  have h := congrArg Complex.re (u.sum_inner_mul_inner y y)
  have h2 : (inner ℂ y y).re = ‖y‖ ^ 2 := inner_self_eq_norm_sq (𝕜 := ℂ) y
  rw [← h2, ← h, Complex.re_sum]
  refine Finset.sum_congr rfl fun l _ => ?_
  rw [← inner_conj_symm y (u l), Complex.conj_mul', ← Complex.ofReal_pow, Complex.ofReal_re]
```

The same insertion in both terms of $J$, with the coefficients of $(H-e)y$ found above, gives

$$J(y)=\sum_l\Big[(\lambda_l-e)|y_l|^2-2\,\mathrm{Re}(\overline{y_l}\,b_l)\Big].$$

No term couples two different eigenstates.

```lean
/-- In the eigenbasis of `H` the response functional is a sum of independent
one-coefficient terms. -/
theorem responseFunctional_eq (hH : ∀ l, H (u l) = (lam l : ℂ) • u l) (b y : E) :
    responseFunctional H e b y = ∑ l, ((lam l - e) * ‖inner ℂ (u l) y‖ ^ 2
      - 2 * (conj (inner ℂ (u l) y) * inner ℂ (u l) b).re) := by
  rw [responseFunctional, ← u.sum_inner_mul_inner y (H y - (e : ℂ) • y),
    ← u.sum_inner_mul_inner y b, Complex.re_sum, Complex.re_sum, Finset.mul_sum,
    ← Finset.sum_sub_distrib]
  refine Finset.sum_congr rfl fun l _ => ?_
  rw [coeff_shift u hH, ← inner_conj_symm y (u l), Complex.sq_norm, Complex.normSq_apply]
  simp only [Complex.mul_re, Complex.mul_im, Complex.conj_re, Complex.conj_im,
    Complex.ofReal_re, Complex.ofReal_im]
  ring
```

At a solution $x$, terms outside $R$ vanish. For $l\in R$, substituting $b_l=(\lambda_l-e)x_l$ gives

$$(\lambda_l-e)|x_l|^2-2(\lambda_l-e)|x_l|^2=-(\lambda_l-e)|x_l|^2=-\frac{|b_l|^2}{\lambda_l-e}.$$

Summing,

$$J(x)=-\sum_{l\in R}\frac{|b_l|^2}{\lambda_l-e}.$$

This needs only nonzero denominators. It is the minimum of $J$ over the remote space once the remote energies lie above $e$.

```lean
/-- Let `u` be an orthonormal eigenbasis of `H` with real eigenvalues `lam`, none equal to `e` on
the remote set. Then the response functional at a Sternheimer solution in the remote space equals
minus the sum over remote states of `|⟨u l, b⟩|² / (lam l - e)`. -/
theorem responseFunctional_solution (hH : ∀ l, H (u l) = (lam l : ℂ) • u l)
    (he : ∀ l ∈ R, lam l - e ≠ 0) {b x : E} (hx : IsSolution u R H e b x) :
    responseFunctional H e b x = -∑ l ∈ R, ‖inner ℂ (u l) b‖ ^ 2 / (lam l - e) := by
  have h := (isSolution_iff u R hH he b x).mp hx
  rw [responseFunctional_eq u hH, ← Finset.sum_neg_distrib]
  refine (Finset.sum_subset (Finset.subset_univ R) ?_).symm.trans ?_
  · intro l _ hl
    simp [(h l).2 hl]
  · refine Finset.sum_congr rfl fun l hl => ?_
    have hd := he l hl
    have hb : inner ℂ (u l) b = ((lam l - e : ℝ) : ℂ) * inner ℂ (u l) x := by
      rw [(h l).1 hl, mul_comm, div_mul_cancel₀ _ (Complex.ofReal_ne_zero.mpr hd)]
    have hq : ‖((lam l - e : ℝ) : ℂ) * inner ℂ (u l) x‖ ^ 2 / (lam l - e)
        = (lam l - e) * ‖inner ℂ (u l) x‖ ^ 2 := by
      rw [norm_mul, mul_pow, Complex.norm_real, Real.norm_eq_abs, sq_abs, div_eq_iff hd]
      ring
    rw [hb, hq, Complex.sq_norm, Complex.normSq_apply]
    simp only [Complex.mul_re, Complex.mul_im, Complex.conj_re, Complex.conj_im,
      Complex.ofReal_re, Complex.ofReal_im]
    ring
```

## What the gap adds

Now assume $g>0$ and $\lambda_l\ge e+g$ for all $l\in R$. Physically, every remote state lies above the reference level by at least $g$; this separation is a hypothesis about the spectrum, supplied as `hgap`. All remote denominators are then positive, and four consequences follow. The first two need only nonzero denominators; the norm bound and the minimum principle use the gap.

**Existence and uniqueness.** The vector $x=\sum_{l\in R}\frac{b_l}{\lambda_l-e}u_l$ has the required coefficients. Any other solution has the same ones and is therefore equal to it.

**Sum over states.** Inserting the basis and dropping the vanishing terms,

$$\langle b,x\rangle=\sum_{l\in R}\overline{b_l}\,\frac{b_l}{\lambda_l-e}=\sum_{l\in R}\frac{|b_l|^2}{\lambda_l-e}.$$

Lean states this as an equality of complex numbers whose right side is a real sum, so it also says that $\langle b,x\rangle$ is real.

**Norm bound.** Since $\lambda_l-e\ge g$ on $R$ and $x_l=0$ elsewhere,

$$g^2\|x\|^2=\sum_l g^2|x_l|^2\le\sum_l(\lambda_l-e)^2|x_l|^2=\|(H-e)x\|^2=\|Qb\|^2 .$$

Both norms are nonnegative, so $\|x\|\le\|Qb\|/g$.

**Minimum principle.** Let $Qy=y$. Terms outside $R$ vanish for both $x$ and $y$. For $l\in R$, put $d_l=\lambda_l-e$ and use $b_l=d_lx_l$. The difference between the two terms of the functional is

$$d_l|y_l|^2-2d_l\,\mathrm{Re}(\overline{y_l}x_l)+d_l|x_l|^2=d_l|y_l-x_l|^2\ge g|y_l-x_l|^2 .$$

Summing gives

$$J(x)+g\|y-x\|^2\le J(y).$$

Thus $x$ is the only minimiser in the remote space, and the squared error $\|y-x\|^2$ of a remote trial vector is at most $(J(y)-J(x))/g$.

The theorem `sternheimer` says that for every source `b` there is an `x` with all these properties. Its quantifier over `y` in the last clause is restricted to `remoteProj u R y = y`; the minimum is not claimed over the whole space. If `R` is empty, then $Q=0$, $x=0$ and every sum is zero.

The proof first builds $x$ and extracts its coefficients from `isSolution_iff`. The remaining blocks treat uniqueness, the sum over states, the norm and the functional in that order. In the norm block, `gcongr` turns $g\le\lambda_l-e$ into the inequality between squares. In the last block, complex coefficients are split into real and imaginary parts, and `nlinarith` receives the nonnegative product $(d_l-g)|y_l-x_l|^2$, which is the inequality needed to complete the square.

```lean
/-- Let `H` have an orthonormal eigenbasis with real eigenvalues, at least `e + g` with
`g > 0` on the remote set. Then `(H - e) x = Q b` has a unique remote solution; it gives the
sum over states `⟨b, x⟩`, has norm at most `‖Q b‖ / g`, and any remote trial vector `y`
raises the response functional by at least `g ‖y - x‖²`. -/
theorem sternheimer (hH : ∀ l, H (u l) = (lam l : ℂ) • u l) (hg : 0 < g)
    (hgap : ∀ l ∈ R, e + g ≤ lam l) (b : E) :
    ∃ x, IsSolution u R H e b x ∧ (∀ y, IsSolution u R H e b y → y = x) ∧
      inner ℂ b x = ((∑ l ∈ R, ‖inner ℂ (u l) b‖ ^ 2 / (lam l - e) : ℝ) : ℂ) ∧
      ‖x‖ ≤ ‖remoteProj u R b‖ / g ∧
      ∀ y, remoteProj u R y = y →
        responseFunctional H e b x + g * ‖y - x‖ ^ 2 ≤ responseFunctional H e b y := by
  classical
  have he : ∀ l ∈ R, lam l - e ≠ 0 := fun l hl => by
    have := hgap l hl
    exact ne_of_gt (by linarith)
  -- the solution is written down state by state
  obtain ⟨x, hx⟩ : ∃ x, IsSolution u R H e b x := by
    refine ⟨∑ l ∈ R, (inner ℂ (u l) b / ((lam l - e : ℝ) : ℂ)) • u l,
      (isSolution_iff u R hH he b _).mpr fun l => ⟨fun hl => ?_, fun hl => ?_⟩⟩
    · rw [coeff_sum u R (fun k => inner ℂ (u k) b / ((lam k - e : ℝ) : ℂ)), if_pos hl]
    · rw [coeff_sum u R (fun k => inner ℂ (u k) b / ((lam k - e : ℝ) : ℂ)), if_neg hl]
  have h := (isSolution_iff u R hH he b x).mp hx
  refine ⟨x, hx, fun y hy => ?_, ?_, ?_, fun y hy => ?_⟩
  · have h' := (isSolution_iff u R hH he b y).mp hy
    apply ext_coeff u
    intro l
    by_cases hl : l ∈ R
    · rw [(h l).1 hl, (h' l).1 hl]
    · rw [(h l).2 hl, (h' l).2 hl]
  · -- sum over states
    rw [← u.sum_inner_mul_inner b x, Complex.ofReal_sum]
    refine (Finset.sum_subset (Finset.subset_univ R) ?_).symm.trans ?_
    · intro l _ hl
      rw [(h l).2 hl, mul_zero]
    · refine Finset.sum_congr rfl fun l hl => ?_
      rw [(h l).1 hl, ← inner_conj_symm b (u l), ← mul_div_assoc, Complex.conj_mul',
        Complex.ofReal_div, Complex.ofReal_pow]
  · -- `H - e` multiplies every remote coefficient by a factor of at least `g`
    rw [le_div_iff₀ hg]
    refine (sq_le_sq₀ (by positivity) (norm_nonneg _)).mp ?_
    rw [← hx.2, mul_pow, norm_sq_eq u x, norm_sq_eq u (H x - (e : ℂ) • x), Finset.sum_mul]
    refine Finset.sum_le_sum fun l _ => ?_
    rw [coeff_shift u hH, norm_mul, mul_pow, Complex.norm_real, Real.norm_eq_abs, sq_abs,
      mul_comm]
    by_cases hl : l ∈ R
    · have hd : g ≤ lam l - e := by linarith [hgap l hl]
      gcongr
    · simp [(h l).2 hl]
  · -- complete the square in each coefficient
    rw [responseFunctional_eq u hH, responseFunctional_eq u hH, norm_sq_eq u (y - x),
      Finset.mul_sum, ← Finset.sum_add_distrib]
    refine Finset.sum_le_sum fun l _ => ?_
    rw [inner_sub_right]
    by_cases hl : l ∈ R
    · have hb : inner ℂ (u l) b = ((lam l - e : ℝ) : ℂ) * inner ℂ (u l) x := by
        rw [(h l).1 hl, mul_comm, div_mul_cancel₀ _ (Complex.ofReal_ne_zero.mpr (he l hl))]
      have hd : 0 ≤ lam l - e - g := by linarith [hgap l hl]
      rw [hb]
      generalize inner ℂ (u l) x = p
      generalize inner ℂ (u l) y = q
      simp only [Complex.sq_norm, Complex.normSq_apply, Complex.sub_re, Complex.sub_im,
        Complex.mul_re, Complex.mul_im, Complex.conj_re, Complex.conj_im,
        Complex.ofReal_re, Complex.ofReal_im]
      nlinarith [mul_nonneg hd (add_nonneg (sq_nonneg (q.re - p.re)) (sq_nonneg (q.im - p.im)))]
    · have hy0 : inner ℂ (u l) y = 0 := by
        rw [← hy, remoteProj, coeff_sum, if_neg hl]
      simp [(h l).2 hl, hy0]
```

## A source that attains the norm bound

Let $l\in R$ have $\lambda_l=e+g$, and take the normalised source $b=u_l$. Then $Qu_l=u_l$ and

$$(H-e)\frac{u_l}{g}=\frac{(e+g)-e}{g}\,u_l=u_l .$$

The solution is $u_l/g$, with norm $1/g=\|Qu_l\|/g$. The constant $1/g$ in the bound therefore cannot be lowered when a remote state sits exactly at the gap edge. The Lean proof first checks that $Q$ leaves every multiple of $u_l$ unchanged, then verifies the equation and the norm.

```lean
/-- Equality in the norm bound: let `u` be an orthonormal eigenbasis of `H` with real eigenvalues,
and let the remote state `u l` have eigenvalue `e + g` with `g > 0`. For the source `u l`, the
vector `u l` divided by `g` is a remote solution, and its norm equals `‖Q (u l)‖ / g`. -/
theorem norm_bound_sharp (hH : ∀ l, H (u l) = (lam l : ℂ) • u l) (hg : 0 < g)
    {l : ι} (hl : l ∈ R) (hlam : lam l = e + g) :
    IsSolution u R H e (u l) ((g : ℂ)⁻¹ • u l) ∧
      ‖(g : ℂ)⁻¹ • u l‖ = ‖remoteProj u R (u l)‖ / g := by
  classical
  have hQ : ∀ c : ℂ, remoteProj u R (c • u l) = c • u l := by
    intro c
    apply ext_coeff u
    intro k
    rw [remoteProj, coeff_sum]
    split_ifs with hk
    · rfl
    · have hkl : k ≠ l := fun h => hk (h ▸ hl)
      rw [inner_smul_right, orthonormal_iff_ite.mp u.orthonormal k l, if_neg hkl, mul_zero]
  have hQ1 : remoteProj u R (u l) = u l := by
    have h1 := hQ 1
    rwa [one_smul] at h1
  refine ⟨⟨hQ _, ?_⟩, ?_⟩
  · have h1 := inv_mul_cancel₀ (Complex.ofReal_ne_zero.mpr hg.ne')
    have hc : (g : ℂ)⁻¹ * ((e + g : ℝ) : ℂ) - (e : ℂ) * (g : ℂ)⁻¹ = 1 := by
      rw [Complex.ofReal_add]
      linear_combination h1
    rw [hQ1, map_smul, hH, hlam, smul_smul, smul_smul, ← sub_smul, hc, one_smul]
  · rw [hQ1, norm_smul, norm_inv, Complex.norm_real, Real.norm_eq_abs, abs_of_pos hg]
    ring

end

end SternheimerDownfolding
```

```lean
#print axioms SternheimerDownfolding.isSolution_iff
-- 'SternheimerDownfolding.isSolution_iff' depends on axioms: [propext, Classical.choice, Quot.sound]
#print axioms SternheimerDownfolding.responseFunctional_solution
-- 'SternheimerDownfolding.responseFunctional_solution' depends on axioms: [propext, Classical.choice, Quot.sound]
#print axioms SternheimerDownfolding.sternheimer
-- 'SternheimerDownfolding.sternheimer' depends on axioms: [propext, Classical.choice, Quot.sound]
#print axioms SternheimerDownfolding.norm_bound_sharp
-- 'SternheimerDownfolding.norm_bound_sharp' depends on axioms: [propext, Classical.choice, Quot.sound]
```
